# The P2₁ inequality between $|U(h,k,l)|^2$ and $U(2h,0,2l)$ for non-negative atomic weights

A diffraction experiment measures intensities, and these give the modulus of a structure factor but not its phase. In a P2₁ crystal with a screw axis along $y$ through the origin and real atomic scattering factors, the structure factor $U(2h,0,2l)$, normalised so that $U(0,0,0)=1$, is real, so the missing phase is a sign. With nothing to tie that sign to the measured moduli, either choice is allowed, and the wrong one puts the corresponding Fourier component into the density map inverted. The inequality

$$|U(h,k,l)|^2\le\frac{1+(-1)^k\,U(2h,0,2l)}{2}$$

supplies such a tie. It holds when the atomic weights are real, non-negative, normalised to total one and the same for both reflections, and it then determines the sign whenever $|U(h,k,l)|^2>1/2$.

```lean
import Mathlib

open scoped Real

namespace ScrewAxisInequality

noncomputable section
```

## Atoms, screw-related pairs and weights

An atom at fractional coordinates $(x,y,z)$ contributes the phase factor $e^{2\pi i(hx+ky+lz)}$ to the reflection with integer indices $(h,k,l)$. In Lean this is `wave`, with indices in `ℤ` and coordinates in `ℝ`.

```lean
/-- The phase factor `exp(2πi(hx + ky + lz))` of an atom at fractional coordinates
`(x, y, z)` for the reflection `(h, k, l)`. -/
def wave (h k l : ℤ) (x y z : ℝ) : ℂ :=
  Complex.exp (((2 * π * (h * x + k * y + l * z) : ℝ) : ℂ) * Complex.I)
```

The twofold screw axis along $y$ takes $(x,y,z)$ to $(-x,y+\tfrac12,-z)$. Let $g$ be the mean phase factor of these two atoms:

$$g=\tfrac12\left(e^{2\pi i(hx+ky+lz)}+e^{2\pi i(-hx+k(y+1/2)-lz)}\right).$$

```lean
/-- The mean phase factor of the two atoms `(x, y, z)` and `(-x, y + 1/2, -z)` related by
the twofold screw axis. -/
def pairFactor (h k l : ℤ) (x y z : ℝ) : ℂ :=
  (wave h k l x y z + wave h k l (-x) (y + 1 / 2) (-z)) / 2
```

The cell contains finitely many such pairs, labelled by $j$ in the finite type `ι`. Each atom of pair $j$ has weight $n_j/2$, its share of the total scattering power, so the unitary structure factor is

$$U(h,k,l)=\sum_j\frac{n_j}{2}\left(e^{2\pi i(hx_j+ky_j+lz_j)}+e^{2\pi i(-hx_j+k(y_j+1/2)-lz_j)}\right).$$

The definition accepts any real weights. The conditions $n_j\ge0$ and $\sum_j n_j=1$ appear as the hypotheses `hpos` and `hn` of the theorems that use them. The first expresses that all atoms scatter with the same sign, as in X-ray diffraction without anomalous dispersion; neutron scattering lengths can be negative. The second makes $U(0,0,0)=1$.

Because `n` carries no dependence on the reflection, the model also assumes that the relative scattering powers of the atoms do not change with scattering angle. Atomic form factors of different shape, or different thermal motion from atom to atom, satisfy this only approximately.

```lean
variable {ι : Type*} [Fintype ι]

/-- The unitary structure factor of a P2₁ crystal: each atom of pair `j` has
weight `n j / 2`. -/
def unitaryF (n x y z : ι → ℝ) (h k l : ℤ) : ℂ :=
  ∑ j, ((n j : ℂ) / 2) *
    (wave h k l (x j) (y j) (z j) + wave h k l (-x j) (y j + 1 / 2) (-z j))
```

Writing $g_j$ for the mean phase factor of pair $j$, and collecting the factor $1/2$, gives $U(h,k,l)=\sum_j n_jg_j$. The Lean proof compares the two sums term by term.

```lean
/-- The structure factor is the weighted sum of the pair factors. -/
theorem unitaryF_eq_sum (n x y z : ι → ℝ) (h k l : ℤ) :
    unitaryF n x y z h k l = ∑ j, (n j : ℂ) * pairFactor h k l (x j) (y j) (z j) := by
  unfold unitaryF pairFactor
  refine Finset.sum_congr rfl fun j _ => ?_
  ring
```

## A pure phase times a cosine

The two atoms of a pair have phases

$$\varphi_1=2\pi(hx+ky+lz),\qquad \varphi_2=2\pi\left(-hx+ky+\tfrac k2-lz\right).$$

Their mean $a$ and half their difference $b$ are

$$a=\frac{\varphi_1+\varphi_2}{2}=2\pi k\left(y+\tfrac14\right),\qquad b=\frac{\varphi_1-\varphi_2}{2}=2\pi\left(hx+lz-\tfrac k4\right).$$

Since $\varphi_1=a+b$ and $\varphi_2=a-b$,

$$g=\frac{e^{i(a+b)}+e^{i(a-b)}}{2}=e^{ia}\,\frac{e^{ib}+e^{-ib}}{2}=e^{ia}\cos b.$$

The height along the axis affects only the phase, and the coordinates across the axis affect only the real factor. In the proof, `key` is this identity for arbitrary real $a$ and $b$, while `e1` and `e2` write the two atomic phases as $a+b$ and $a-b$.

```lean
/-- A screw-related pair scatters with a pure phase, set by the height `y` along the axis,
times a real cosine of the coordinates across the axis. -/
theorem pairFactor_eq (h k l : ℤ) (x y z : ℝ) :
    pairFactor h k l x y z =
      Complex.exp (((2 * π * (k * (y + 1 / 4)) : ℝ) : ℂ) * Complex.I) *
        ((Real.cos (2 * π * (h * x + l * z - k / 4)) : ℝ) : ℂ) := by
  -- the two phases are the mean phase plus and minus half their difference
  have key : ∀ a b : ℝ,
      (Complex.exp (((a + b : ℝ) : ℂ) * Complex.I) +
        Complex.exp (((a - b : ℝ) : ℂ) * Complex.I)) / 2 =
      Complex.exp ((a : ℂ) * Complex.I) * ((Real.cos b : ℝ) : ℂ) := by
    intro a b
    have h1 : Complex.exp (((a + b : ℝ) : ℂ) * Complex.I) =
        Complex.exp ((a : ℂ) * Complex.I) * Complex.exp ((b : ℂ) * Complex.I) := by
      rw [← Complex.exp_add]
      congr 1
      push_cast
      ring
    have h2 : Complex.exp (((a - b : ℝ) : ℂ) * Complex.I) =
        Complex.exp ((a : ℂ) * Complex.I) * Complex.exp (-(b : ℂ) * Complex.I) := by
      rw [← Complex.exp_add]
      congr 1
      push_cast
      ring
    rw [h1, h2, Complex.ofReal_cos, Complex.cos]
    ring
  rw [← key]
  unfold pairFactor wave
  have e1 : 2 * π * (h * x + k * y + l * z) =
      2 * π * (k * (y + 1 / 4)) + 2 * π * (h * x + l * z - k / 4) := by ring
  have e2 : 2 * π * (h * (-x) + k * (y + 1 / 2) + l * (-z)) =
      2 * π * (k * (y + 1 / 4)) - 2 * π * (h * x + l * z - k / 4) := by ring
  rw [e1, e2]
```

## The sign left by the screw translation

The phase $e^{ia}$ has modulus one, so

$$|g|^2=\cos^2 b=\frac{1+\cos 2b}{2},\qquad 2b=2\pi(2hx+2lz)-k\pi.$$

Shifting a cosine by $k\pi$ multiplies it by $(-1)^k$. Hence

$$|g|^2=\frac{1+(-1)^k\cos 2\pi(2hx+2lz)}{2}.$$

In Lean, `Complex.norm_exp_ofReal_mul_I` removes the phase, `Real.cos_sq` is the half-angle formula, and `Real.cos_sub_int_mul_pi` produces the sign. The power `(-1 : ℝ) ^ k` has an integer exponent, so negative $k$ is included.

```lean
/-- The squared modulus of a pair factor does not depend on `y`, and the screw translation
enters it through the sign `(-1)^k`. -/
theorem pairFactor_norm_sq (h k l : ℤ) (x y z : ℝ) :
    ‖pairFactor h k l x y z‖ ^ 2 =
      (1 + (-1 : ℝ) ^ k * Real.cos (2 * π * (2 * h * x + 2 * l * z))) / 2 := by
  rw [pairFactor_eq, norm_mul, Complex.norm_exp_ofReal_mul_I, one_mul, Complex.norm_real,
    Real.norm_eq_abs, sq_abs, Real.cos_sq]
  have e : 2 * (2 * π * (h * x + l * z - k / 4)) =
      2 * π * (2 * h * x + 2 * l * z) - k * π := by ring
  rw [e, Real.cos_sub_int_mul_pi]
  ring
```

The cosine that has just appeared belongs to another reflection. For $(2h,0,2l)$ the mean phase $a$ is zero and $b=2\pi(2hx+2lz)$, so

$$U(2h,0,2l)=\sum_j n_j\cos 2\pi(2hx_j+2lz_j).$$

Lean states this as an equality between complex numbers whose right-hand side is a real sum regarded as complex, which shows that $U(2h,0,2l)$ is real.

```lean
/-- The structure factor `U(2h, 0, 2l)` is a real weighted sum of cosines. -/
theorem unitaryF_double (n x y z : ι → ℝ) (h l : ℤ) :
    unitaryF n x y z (2 * h) 0 (2 * l) =
      ((∑ j, n j * Real.cos (2 * π * (2 * h * x j + 2 * l * z j)) : ℝ) : ℂ) := by
  rw [unitaryF_eq_sum, Complex.ofReal_sum]
  refine Finset.sum_congr rfl fun j _ => ?_
  have e1 : 2 * π * (((0 : ℤ) : ℝ) * (y j + 1 / 4)) = 0 := by simp
  have e2 : 2 * π * (((2 * h : ℤ) : ℝ) * x j + ((2 * l : ℤ) : ℝ) * z j - ((0 : ℤ) : ℝ) / 4) =
      2 * π * (2 * h * x j + 2 * l * z j) := by
    push_cast
    ring
  rw [pairFactor_eq, e1, e2, Complex.ofReal_zero, zero_mul, Complex.exp_zero, one_mul,
    Complex.ofReal_mul]
```

## The gap is a variance

Write $U$ for $U(h,k,l)$. Averaging the formula for $|g_j|^2$ with the weights $n_j$, and using $\sum_j n_j=1$, gives

$$\sum_j n_j|g_j|^2=\frac{1+(-1)^k\,U(2h,0,2l)}{2}.$$

The weighted spread of the pair factors about their mean $U$ is

$$\sum_j n_j|g_j-U|^2=\sum_j n_j|g_j|^2-2\,\mathrm{Re}\Big(\overline U\sum_j n_jg_j\Big)+|U|^2\sum_j n_j=\sum_j n_j|g_j|^2-|U|^2.$$

Combining the two,

$$\frac{1+(-1)^k\,U(2h,0,2l)}{2}-|U(h,k,l)|^2=\sum_j n_j|g_j-U|^2.$$

This identity needs the normalisation but not the non-negativity of the weights.

The Lean proof works with real and imaginary parts. The facts `hre` and `him` are the two components of $\sum_j n_jg_j=U$. The fact `hterm` expands one squared deviation and inserts the formula for $|g_j|^2$. Summing over $j$ and substituting the known sums completes the calculation.

```lean
/-- The gap between the two sides of the P2₁ inequality is the weighted variance of the
pair factors about the structure factor. -/
theorem gap_eq_variance (n x y z : ι → ℝ) (hn : ∑ j, n j = 1) (h k l : ℤ) :
    (1 + (-1 : ℝ) ^ k * (unitaryF n x y z (2 * h) 0 (2 * l)).re) / 2
        - ‖unitaryF n x y z h k l‖ ^ 2 =
      ∑ j, n j * ‖pairFactor h k l (x j) (y j) (z j) - unitaryF n x y z h k l‖ ^ 2 := by
  have hm := unitaryF_eq_sum n x y z h k l
  generalize unitaryF n x y z h k l = m at hm ⊢
  have hre : ∑ j, n j * (pairFactor h k l (x j) (y j) (z j)).re = m.re := by
    rw [hm, Complex.re_sum]
    exact Finset.sum_congr rfl fun j _ => (Complex.re_ofReal_mul _ _).symm
  have him : ∑ j, n j * (pairFactor h k l (x j) (y j) (z j)).im = m.im := by
    rw [hm, Complex.im_sum]
    exact Finset.sum_congr rfl fun j _ => (Complex.im_ofReal_mul _ _).symm
  -- expand each squared deviation and insert the modulus of the pair factor
  have hterm : ∀ j, n j * ‖pairFactor h k l (x j) (y j) (z j) - m‖ ^ 2 =
      (1 / 2 + ‖m‖ ^ 2) * n j
        + (-1 : ℝ) ^ k / 2 * (n j * Real.cos (2 * π * (2 * h * x j + 2 * l * z j)))
        - 2 * m.re * (n j * (pairFactor h k l (x j) (y j) (z j)).re)
        - 2 * m.im * (n j * (pairFactor h k l (x j) (y j) (z j)).im) := by
    intro j
    have hp := pairFactor_norm_sq h k l (x j) (y j) (z j)
    rw [Complex.sq_norm, Complex.normSq_apply] at hp
    rw [Complex.sq_norm, Complex.sq_norm, Complex.normSq_apply, Complex.normSq_apply,
      Complex.sub_re, Complex.sub_im]
    linear_combination n j * hp
  rw [Finset.sum_congr rfl fun j _ => hterm j, Finset.sum_sub_distrib,
    Finset.sum_sub_distrib, Finset.sum_add_distrib, ← Finset.mul_sum, ← Finset.mul_sum,
    ← Finset.mul_sum, ← Finset.mul_sum, hn, hre, him, unitaryF_double, Complex.ofReal_re,
    Complex.sq_norm, Complex.normSq_apply]
  ring
```

## The inequality

If every $n_j$ is non-negative, so is the variance, and the inequality follows.

The theorem reads: for any finite family of pairs with real coordinates, non-negative weights of total one, and any integers $h,k,l$, the imaginary part of $U(2h,0,2l)$ vanishes, and $|U(h,k,l)|^2$ is at most $(1+(-1)^kU(2h,0,2l))/2$. The structure factor has complex values in Lean, so the bound uses its real part `.re`; the first half of the statement says that nothing is lost by this. $U(h,k,l)$ itself may be complex, since P2₁ has no inversion centre.

Structure factors computed from a finite P2₁ atom list, with a screw axis along $y$ through the origin and fixed weights of this kind, must obey the bound up to rounding. A clear violation therefore shows that one of these conditions is not met or that the calculation contains an error, for instance in the symmetry operation or the indices.

```lean
/-- The P2₁ inequality: `U(2h, 0, 2l)` is real, and
`|U(h, k, l)|² ≤ (1 + (-1)^k U(2h, 0, 2l)) / 2`. -/
theorem screw_axis_inequality (n x y z : ι → ℝ) (hpos : ∀ j, 0 ≤ n j)
    (hn : ∑ j, n j = 1) (h k l : ℤ) :
    (unitaryF n x y z (2 * h) 0 (2 * l)).im = 0 ∧
    ‖unitaryF n x y z h k l‖ ^ 2 ≤
      (1 + (-1 : ℝ) ^ k * (unitaryF n x y z (2 * h) 0 (2 * l)).re) / 2 := by
  constructor
  · rw [unitaryF_double, Complex.ofReal_im]
  · have hv := gap_eq_variance n x y z hn h k l
    have h0 : 0 ≤ ∑ j, n j *
        ‖pairFactor h k l (x j) (y j) (z j) - unitaryF n x y z h k l‖ ^ 2 :=
      Finset.sum_nonneg fun j _ => mul_nonneg (hpos j) (sq_nonneg _)
    linarith
```

## When the bound is attained

Equality means that the variance is zero. A sum of non-negative terms vanishes only if each term does, so $g_j=U$ for every pair with $n_j\ne0$. Conversely, if all these pair factors equal $U$, every term is zero. A structure with a single pair therefore attains the bound for every reflection.

The two directions of the Lean proof follow this argument, with `Finset.sum_eq_zero_iff_of_nonneg` passing from the sum to its terms.

```lean
/-- Equality holds exactly when every pair of nonzero weight has a pair factor equal to the
structure factor. -/
theorem equality_iff (n x y z : ι → ℝ) (hpos : ∀ j, 0 ≤ n j)
    (hn : ∑ j, n j = 1) (h k l : ℤ) :
    ‖unitaryF n x y z h k l‖ ^ 2 =
      (1 + (-1 : ℝ) ^ k * (unitaryF n x y z (2 * h) 0 (2 * l)).re) / 2 ↔
    ∀ j, n j ≠ 0 → pairFactor h k l (x j) (y j) (z j) = unitaryF n x y z h k l := by
  have hv := gap_eq_variance n x y z hn h k l
  constructor
  · intro heq j hj
    rw [← heq, sub_self] at hv
    -- a vanishing sum of nonnegative terms vanishes term by term
    have hz := (Finset.sum_eq_zero_iff_of_nonneg
      (fun i _ => mul_nonneg (hpos i) (sq_nonneg _))).mp hv.symm j (Finset.mem_univ j)
    have hs := (mul_eq_zero.mp hz).resolve_left hj
    exact sub_eq_zero.mp (norm_eq_zero.mp (pow_eq_zero_iff two_ne_zero |>.mp hs))
  · intro hall
    have hz : ∑ j, n j *
        ‖pairFactor h k l (x j) (y j) (z j) - unitaryF n x y z h k l‖ ^ 2 = 0 := by
      refine Finset.sum_eq_zero fun j _ => ?_
      by_cases hj : n j = 0
      · rw [hj, zero_mul]
      · rw [hall j hj, sub_self, norm_zero]
        ring
    linarith
```

## The sign from a strong reflection

Suppose $|U(h,k,l)|^2>\tfrac12$. Then

$$\frac12<\frac{1+(-1)^k\,U(2h,0,2l)}{2},\qquad\text{so}\qquad(-1)^k\,U(2h,0,2l)>0.$$

Thus $U(2h,0,2l)$ is positive for even $k$ and negative for odd $k$. The condition is demanding: in a structure with many atoms of similar weight, few reflections are likely to be so strong. In Lean the conclusion follows from the main inequality by linear arithmetic.

```lean
/-- If `|U(h, k, l)|² > 1/2`, then `U(2h, 0, 2l)` has the sign `(-1)^k`. -/
theorem sign_of_strong_reflection (n x y z : ι → ℝ) (hpos : ∀ j, 0 ≤ n j)
    (hn : ∑ j, n j = 1) (h k l : ℤ) (hU : 1 / 2 < ‖unitaryF n x y z h k l‖ ^ 2) :
    0 < (-1 : ℝ) ^ k * (unitaryF n x y z (2 * h) 0 (2 * l)).re := by
  have hb := (screw_axis_inequality n x y z hpos hn h k l).2
  linarith
```

## Absent reflections on the screw axis

For $h=l=0$ the cosine in $|g_j|^2$ equals one, which leaves

$$|g_j|^2=\frac{1+(-1)^k}{2}.$$

For odd $k$ this is zero, so each pair cancels internally and $U(0,k,0)=0$. The theorem assumes nothing about the signs or the total of the weights, because the cancellation takes place within each pair. The Lean proof evaluates `pairFactor_norm_sq` at these indices and concludes that every term of the sum vanishes.

```lean
/-- The reflections `(0, k, 0)` with `k` odd are systematically absent. -/
theorem systematic_absence (n x y z : ι → ℝ) (k : ℤ) (hk : Odd k) :
    unitaryF n x y z 0 k 0 = 0 := by
  rw [unitaryF_eq_sum]
  refine Finset.sum_eq_zero fun j _ => ?_
  have hz : ‖pairFactor 0 k 0 (x j) (y j) (z j)‖ ^ 2 = 0 := by
    rw [pairFactor_norm_sq, hk.neg_one_zpow]
    norm_num
  rw [norm_eq_zero.mp (pow_eq_zero_iff two_ne_zero |>.mp hz), mul_zero]

end

end ScrewAxisInequality
```

```lean
#print axioms ScrewAxisInequality.screw_axis_inequality
#print axioms ScrewAxisInequality.equality_iff
#print axioms ScrewAxisInequality.sign_of_strong_reflection
#print axioms ScrewAxisInequality.systematic_absence
```

```
'ScrewAxisInequality.screw_axis_inequality' depends on axioms: [propext, Classical.choice, Quot.sound]
'ScrewAxisInequality.equality_iff' depends on axioms: [propext, Classical.choice, Quot.sound]
'ScrewAxisInequality.sign_of_strong_reflection' depends on axioms: [propext, Classical.choice, Quot.sound]
'ScrewAxisInequality.systematic_absence' depends on axioms: [propext, Classical.choice, Quot.sound]
```
